# Adding r negative springs to a finite harmonic system without unstable modes creates at most r of them

Take a system with two coordinates whose harmonic energy is never negative, and add one spring of negative stiffness that is at its natural length in equilibrium: some nonzero displacement leaves that length unchanged to first order, and along it the harmonic energy is still not negative. Two unstable modes would make the energy negative for every nonzero displacement, so there is at most one, and the Lean file below extends this argument to any finite number of coordinates and springs.

```lean
import Mathlib

open Matrix

namespace NegativeSprings

noncomputable section

variable {n J κ : Type*} [Fintype n] [DecidableEq n] [Fintype J] [Fintype κ]

/-- The force-constant matrix `Φ - ∑ k_j b_j b_jᵀ`: a crystal `Φ` to which unstressed springs of
stiffness `-k_j` are added along the bond vectors `b_j`. -/
def softened (Φ : Matrix n n ℝ) (k : J → ℝ) (b : J → n → ℝ) : Matrix n n ℝ :=
  Φ - ∑ j, k j • vecMulVec (b j) (b j)

/-- The number of negative eigenvalues of a symmetric force-constant matrix, counted with
multiplicity. -/
def unstableModes {H : Matrix n n ℝ} (hH : H.IsHermitian) : ℕ :=
  Fintype.card {i // hH.eigenvalues i < 0}

/-- The `i`-th normalised eigenvector of a symmetric force-constant matrix. -/
def mode {H : Matrix n n ℝ} (hH : H.IsHermitian) (i : n) : n → ℝ :=
  (hH.eigenvectorBasis i).ofLp

omit [Fintype n] [DecidableEq n] in
/-- Adding springs to a symmetric force-constant matrix keeps it symmetric. -/
theorem softened_isHermitian {Φ : Matrix n n ℝ} (hΦ : Φ.IsHermitian) (k : J → ℝ)
    (b : J → n → ℝ) : (softened Φ k b).IsHermitian := by
  refine Matrix.IsHermitian.ext fun i j => ?_
  have h := hΦ.apply i j
  simp only [star_trivial] at h ⊢
  simp only [softened, Matrix.sub_apply, Matrix.sum_apply, Matrix.smul_apply,
    vecMulVec_apply, smul_eq_mul]
  rw [h]
  congr 1
  exact Finset.sum_congr rfl fun l _ => by ring

omit [DecidableEq n] in
/-- Each added spring lowers the quadratic form of the crystal by `k_j` times the squared
bond elongation `b_j · x`. -/
theorem softened_energy (Φ : Matrix n n ℝ) (k : J → ℝ) (b : J → n → ℝ) (x : n → ℝ) :
    x ⬝ᵥ softened Φ k b *ᵥ x = x ⬝ᵥ Φ *ᵥ x - ∑ j, k j * (b j ⬝ᵥ x) ^ 2 := by
  have hd : ∀ j, vecMulVec (b j) (b j) *ᵥ x = (b j ⬝ᵥ x) • b j := by
    intro j
    ext i
    simp only [mulVec, dotProduct, vecMulVec_apply, Pi.smul_apply, smul_eq_mul,
      Finset.sum_mul]
    exact Finset.sum_congr rfl fun l _ => by ring
  rw [softened, Matrix.sub_mulVec, dotProduct_sub, Matrix.sum_mulVec, dotProduct_sum]
  congr 1
  refine Finset.sum_congr rfl fun j _ => ?_
  rw [Matrix.smul_mulVec, hd, dotProduct_smul, dotProduct_smul, dotProduct_comm x]
  simp only [smul_eq_mul]
  ring

/-- Every displacement is the sum of its components along the normal modes. -/
theorem mode_expansion {H : Matrix n n ℝ} (hH : H.IsHermitian) (x : n → ℝ) :
    ∑ i, (mode hH i ⬝ᵥ x) • mode hH i = x := by
  have hin : ∀ i, inner ℝ (hH.eigenvectorBasis i) (WithLp.toLp 2 x) = mode hH i ⬝ᵥ x := by
    intro i
    simp [mode, PiLp.inner_apply, dotProduct, mul_comm]
  have h := congrArg WithLp.ofLp (hH.eigenvectorBasis.sum_repr' (WithLp.toLp 2 x))
  simp only [hin, WithLp.ofLp_sum, WithLp.ofLp_smul] at h
  exact h

/-- The quadratic form of a symmetric force-constant matrix is the sum over normal modes of
eigenvalue times squared mode amplitude. -/
theorem energy_eq_sum_modes {H : Matrix n n ℝ} (hH : H.IsHermitian) (x : n → ℝ) :
    x ⬝ᵥ H *ᵥ x = ∑ i, hH.eigenvalues i * (mode hH i ⬝ᵥ x) ^ 2 := by
  have he : ∀ i, H *ᵥ mode hH i = hH.eigenvalues i • mode hH i :=
    fun i => hH.mulVec_eigenvectorBasis i
  calc x ⬝ᵥ H *ᵥ x = x ⬝ᵥ H *ᵥ (∑ i, (mode hH i ⬝ᵥ x) • mode hH i) := by
        rw [mode_expansion hH x]
    _ = _ := by
        rw [Matrix.mulVec_sum, dotProduct_sum]
        refine Finset.sum_congr rfl fun i _ => ?_
        rw [Matrix.mulVec_smul, he, dotProduct_smul, dotProduct_smul, dotProduct_comm x]
        simp only [smul_eq_mul]
        ring

omit [DecidableEq n] in
/-- If the only displacement obeying a family of homogeneous linear constraints is zero, there
are at least as many constraints as coordinates. -/
theorem card_le_of_constraints (f : κ → n → ℝ)
    (h : ∀ x, (∀ a, f a ⬝ᵥ x = 0) → x = 0) : Fintype.card n ≤ Fintype.card κ := by
  have hinj : Function.Injective (Matrix.mulVecLin (Matrix.of f)) := by
    rw [injective_iff_map_eq_zero]
    exact fun x hx => h x fun a => congrFun hx a
  simpa using LinearMap.finrank_le_finrank_of_injective hinj

/-- If the quadratic form is nonnegative on all displacements obeying a family of homogeneous
linear constraints, there are at most as many unstable modes as constraints. -/
theorem unstableModes_le {H : Matrix n n ℝ} (hH : H.IsHermitian) (f : κ → n → ℝ)
    (h : ∀ x, (∀ a, f a ⬝ᵥ x = 0) → 0 ≤ x ⬝ᵥ H *ᵥ x) :
    unstableModes hH ≤ Fintype.card κ := by
  -- also freeze every mode that is not unstable; then nothing can move
  have key := card_le_of_constraints
    (Sum.elim f (fun i : {i // ¬ hH.eigenvalues i < 0} => mode hH i)) (fun x hx => by
      have hE := h x fun a => hx (Sum.inl a)
      rw [energy_eq_sum_modes hH] at hE
      have ht : ∀ i, hH.eigenvalues i * (mode hH i ⬝ᵥ x) ^ 2 ≤ 0 := by
        intro i
        by_cases hi : hH.eigenvalues i < 0
        · exact mul_nonpos_of_nonpos_of_nonneg hi.le (sq_nonneg _)
        · have h0 : mode hH i ⬝ᵥ x = 0 := hx (Sum.inr ⟨i, hi⟩)
          simp [h0]
      have hz := (Finset.sum_eq_zero_iff_of_nonpos fun i _ => ht i).1
        (le_antisymm (Finset.sum_nonpos fun i _ => ht i) hE)
      have hc : ∀ i, mode hH i ⬝ᵥ x = 0 := by
        intro i
        by_cases hi : hH.eigenvalues i < 0
        · exact pow_eq_zero_iff two_ne_zero |>.1
            ((mul_eq_zero.1 (hz i (Finset.mem_univ i))).resolve_left hi.ne)
        · exact hx (Sum.inr ⟨i, hi⟩)
      rw [← mode_expansion hH x]
      exact Finset.sum_eq_zero fun i _ => by rw [hc i, zero_smul])
  rw [Fintype.card_sum, Fintype.card_subtype_compl] at key
  have hle := Fintype.card_subtype_le (fun i => hH.eigenvalues i < 0)
  unfold unstableModes
  omega

/-- Adding springs to a symmetric force-constant matrix raises the number of unstable modes by
at most the number of springs with negative stiffness, `k_j > 0`. -/
theorem softened_unstableModes_le {Φ : Matrix n n ℝ} (hΦ : Φ.IsHermitian) (k : J → ℝ)
    (b : J → n → ℝ) : unstableModes (softened_isHermitian hΦ k b) ≤
      unstableModes hΦ + Fintype.card {j // 0 < k j} := by
  have h := unstableModes_le (softened_isHermitian hΦ k b)
    (Sum.elim (fun i : {i // hΦ.eigenvalues i < 0} => mode hΦ i)
      (fun j : {j // 0 < k j} => b j)) (fun x hx => by
      rw [softened_energy, energy_eq_sum_modes hΦ]
      -- no unstable mode of the crystal is excited
      have h1 : 0 ≤ ∑ i, hΦ.eigenvalues i * (mode hΦ i ⬝ᵥ x) ^ 2 := by
        refine Finset.sum_nonneg fun i _ => ?_
        by_cases hi : hΦ.eigenvalues i < 0
        · have h0 : mode hΦ i ⬝ᵥ x = 0 := hx (Sum.inl ⟨i, hi⟩)
          simp [h0]
        · exact mul_nonneg (not_lt.1 hi) (sq_nonneg _)
      -- no negative spring is stretched
      have h2 : ∑ j, k j * (b j ⬝ᵥ x) ^ 2 ≤ 0 := by
        refine Finset.sum_nonpos fun j _ => ?_
        by_cases hj : 0 < k j
        · have h0 : b j ⬝ᵥ x = 0 := hx (Sum.inr ⟨j, hj⟩)
          simp [h0]
        · exact mul_nonpos_of_nonpos_of_nonneg (not_lt.1 hj) (sq_nonneg _)
      linarith)
  rwa [Fintype.card_sum] at h

/-- In a crystal with positive semidefinite force constants, `r` negative springs create at
most `r` unstable modes. -/
theorem negative_springs_bound {Φ : Matrix n n ℝ} (hΦ : Φ.PosSemidef) (k : J → ℝ)
    (b : J → n → ℝ) :
    unstableModes (softened_isHermitian hΦ.isHermitian k b) ≤ Fintype.card J := by
  have h0 : unstableModes hΦ.isHermitian = 0 :=
    Fintype.card_eq_zero_iff.2 ⟨fun i => not_lt_of_ge (hΦ.eigenvalues_nonneg i) i.2⟩
  have h := softened_unstableModes_le hΦ.isHermitian k b
  have hle := Fintype.card_subtype_le (fun j => 0 < k j)
  omega

/-- If the quadratic form is negative on every combination of the displacements `u_j` with
coefficients not all zero, there are at least as many unstable modes as displacements `u_j`. -/
theorem le_unstableModes {H : Matrix n n ℝ} (hH : H.IsHermitian) (u : J → n → ℝ)
    (h : ∀ c : J → ℝ, c ≠ 0 → (∑ j, c j • u j) ⬝ᵥ H *ᵥ (∑ j, c j • u j) < 0) :
    Fintype.card J ≤ unstableModes hH := by
  refine card_le_of_constraints
    (fun (i : {i // hH.eigenvalues i < 0}) j => mode hH i ⬝ᵥ u j) fun c hc => ?_
  by_contra hne
  refine not_le_of_gt (h c hne) ?_
  rw [energy_eq_sum_modes hH]
  refine Finset.sum_nonneg fun i _ => ?_
  by_cases hi : hH.eigenvalues i < 0
  · have h0 : mode hH i ⬝ᵥ (∑ j, c j • u j) = 0 := by
      rw [dotProduct_sum, ← hc ⟨i, hi⟩]
      exact Finset.sum_congr rfl fun j _ => by
        rw [dotProduct_smul, smul_eq_mul, mul_comm]
    simp [h0]
  · exact mul_nonneg (not_lt.1 hi) (sq_nonneg _)

/-- The bound is attained: let `Φ` be positive semidefinite and let each displacement `u_j`
stretch bond `j` by one unit and no other bond. If `k_j > r u_jᵀ Φ u_j` for all `r` springs,
exactly `r` modes are unstable. -/
theorem strong_springs_exact [DecidableEq J] {Φ : Matrix n n ℝ} (hΦ : Φ.PosSemidef)
    (k : J → ℝ) (b u : J → n → ℝ) (hbu : ∀ i j, b i ⬝ᵥ u j = if i = j then 1 else 0)
    (hk : ∀ j, Fintype.card J * (u j ⬝ᵥ Φ *ᵥ u j) < k j) :
    unstableModes (softened_isHermitian hΦ.isHermitian k b) = Fintype.card J := by
  refine le_antisymm (negative_springs_bound hΦ k b) (le_unstableModes _ u fun c hc => ?_)
  have hb : ∀ i, b i ⬝ᵥ (∑ j, c j • u j) = c i := by
    intro i
    rw [dotProduct_sum]
    simp [dotProduct_smul, hbu]
  -- Cauchy-Schwarz in each normal mode of the crystal
  have hq : (∑ j, c j • u j) ⬝ᵥ Φ *ᵥ (∑ j, c j • u j) ≤
      ∑ j, (Fintype.card J * (u j ⬝ᵥ Φ *ᵥ u j)) * c j ^ 2 := by
    simp only [energy_eq_sum_modes hΦ.isHermitian]
    calc _ ≤ ∑ i, hΦ.isHermitian.eigenvalues i *
          (Fintype.card J * ∑ j, (c j * (mode hΦ.isHermitian i ⬝ᵥ u j)) ^ 2) := by
          refine Finset.sum_le_sum fun i _ =>
            mul_le_mul_of_nonneg_left ?_ (hΦ.eigenvalues_nonneg i)
          rw [dotProduct_sum]
          simp only [dotProduct_smul, smul_eq_mul]
          exact sq_sum_le_card_mul_sum_sq
      _ = _ := by
          simp only [Finset.mul_sum, Finset.sum_mul]
          rw [Finset.sum_comm]
          exact Finset.sum_congr rfl fun j _ => Finset.sum_congr rfl fun i _ => by ring
  obtain ⟨j, hj⟩ := Function.ne_iff.1 hc
  have hs : ∑ j, (Fintype.card J * (u j ⬝ᵥ Φ *ᵥ u j)) * c j ^ 2 < ∑ j, k j * c j ^ 2 :=
    Finset.sum_lt_sum (fun i _ => mul_le_mul_of_nonneg_right (hk i).le (sq_nonneg _))
      ⟨j, Finset.mem_univ j, mul_lt_mul_of_pos_right (hk j) (pow_pos_of_ne hj)⟩
  rw [softened_energy]
  simp only [hb]
  linarith
where
  pow_pos_of_ne {a : ℝ} (ha : a ≠ 0) : 0 < a ^ 2 := by positivity

/-- Two coupled coordinates with `Φ = [[2,-1],[-1,2]]`, bonds `(1,-1)` and `(0,1)`,
displacements `(1,0)` and `(1,1)` and strengths `5` meet the hypotheses of
`strong_springs_exact`. -/
theorem strong_springs_exact_witness :
    let Φ : Matrix (Fin 2) (Fin 2) ℝ := !![2, -1; -1, 2]
    let b : Fin 2 → Fin 2 → ℝ := ![![1, -1], ![0, 1]]
    let u : Fin 2 → Fin 2 → ℝ := ![![1, 0], ![1, 1]]
    Φ.PosSemidef ∧ (∀ i j, b i ⬝ᵥ u j = if i = j then 1 else 0) ∧
      ∀ j, (Fintype.card (Fin 2) : ℝ) * (u j ⬝ᵥ Φ *ᵥ u j) < 5 := by
  intro Φ b u
  refine ⟨PosSemidef.of_dotProduct_mulVec_nonneg ?_ fun x => ?_, fun i j => ?_, fun j => ?_⟩
  · exact Matrix.IsHermitian.ext fun i j => by fin_cases i <;> fin_cases j <;> simp [Φ]
  · simp only [Φ, dotProduct, mulVec, Fin.sum_univ_two, star_trivial, Matrix.of_apply,
      Matrix.cons_val_zero, Matrix.cons_val_one]
    nlinarith [sq_nonneg (x 0 - x 1), sq_nonneg (x 0), sq_nonneg (x 1)]
  · fin_cases i <;> fin_cases j <;> simp [b, u, dotProduct, Fin.sum_univ_two]
  · fin_cases j <;> simp [Φ, u, dotProduct, mulVec, Fin.sum_univ_two] <;> norm_num

end

end NegativeSprings
```

```lean
#print axioms NegativeSprings.negative_springs_bound
-- 'NegativeSprings.negative_springs_bound' depends on axioms: [propext, Classical.choice, Quot.sound]
#print axioms NegativeSprings.strong_springs_exact
-- 'NegativeSprings.strong_springs_exact' depends on axioms: [propext, Classical.choice, Quot.sound]
```

## Counting unstable modes after a change of springs

Let x be the vector of displacements from equilibrium and Φ the real symmetric matrix of force constants, so that the harmonic energy is ½ xᵀΦx. A bond vector b_j turns a displacement into the elongation b_j·x of bond j, to first order. For a bond between two atoms, b_j holds a unit vector along the bond on one atom and its opposite on the other. Adding along each bond a spring of stiffness −k_j that is at its natural length in equilibrium gives

H = Φ − Σ_j k_j b_j b_jᵀ.

This is `softened Φ k b`. A spring already under tension or compression can also add terms for displacements transverse to the bond, which are not included here. The sign needs attention: a positive `k j` is a negative spring, and a negative `k j` is an ordinary one that stiffens the system.

The coordinates are labelled by a finite type `n` and the springs by a finite type `J` with r elements. For a real matrix, `IsHermitian` means symmetric, as second derivatives of a potential are. `PosSemidef` says in addition that no displacement lowers the harmonic energy; free translations, with eigenvalue zero, are allowed. `unstableModes` counts the indices with a negative eigenvalue, so a doubly degenerate unstable level counts twice. The lemmas named `energy` use xᵀHx, which is twice the physical energy.

The general result, `softened_unstableModes_le`, holds for every symmetric Φ and all real strengths: the number of unstable modes rises by at most the number of springs with k_j > 0. In `negative_springs_bound`, Φ is positive semidefinite and the count is at most r, again with no condition on the signs of the k_j.

`strong_springs_exact` gives a case of equality. It assumes displacements u_j that stretch bond j by one unit and none of the other bonds that receive an added spring, and strengths k_j > r u_jᵀΦu_j. Springs already contained in Φ may be deformed. The second condition says that each negative spring outweighs the elastic cost of its own displacement, with a factor r to allow for coupling between the displacements. It is sufficient, and is not claimed to be the threshold.

## From force constants to phonon frequencies

The eigenvalues here belong to the force-constant matrix, whereas squared frequencies belong to the mass-weighted matrix M^(−1/2) H M^(−1/2), with M the diagonal matrix of positive masses. The step between them is Sylvester's law of inertia: this rescaling can change the eigenvalues but not the number of negative ones.

With that step, the bound applies to phonon calculations on a finite cluster or supercell in the harmonic approximation: if the computed force constants are a positive semidefinite part minus r bond terms, at most r frequencies are imaginary. A bond repeated in every cell of the supercell counts once per cell. The matrices are real, so the complex dynamical matrix at a general wavevector is not treated.

## The upper bound: freeze bonds and count equations

Since (b_j b_jᵀ)x = (b_j·x) b_j, the quadratic form after the change is

xᵀHx = xᵀΦx − Σ_j k_j (b_j·x)².

This is `softened_energy`. Next let v_i be the orthonormal eigenvectors of H, called `mode` in the code, with eigenvalues λ_i. Inserting x = Σ_i (v_i·x) v_i (`mode_expansion`) and Hv_i = λ_i v_i gives `energy_eq_sum_modes`:

xᵀHx = Σ_i λ_i (v_i·x)².

Now suppose that xᵀHx ≥ 0 whenever m linear constraints f_a·x = 0 hold. Let N be the number of unstable modes and d the number of coordinates. Impose also v_i·x = 0 for the d − N modes that are not unstable. What remains is

0 ≤ xᵀHx = Σ_{λ_i<0} λ_i (v_i·x)² ≤ 0.

Every term must vanish, so every amplitude v_i·x is zero and x = 0. Thus m + d − N homogeneous equations in d unknowns have only the zero solution, which requires d ≤ m + d − N, that is, N ≤ m.

In `unstableModes_le`, `Sum.elim` joins the two lists of constraints, and `by_cases` separates unstable modes from the rest. The count of equations comes from `card_le_of_constraints`, where the constraints form an injective linear map, and `omega` does the final subtraction.

It remains to choose the constraints. Freeze every unstable mode of Φ and every bond with k_j > 0. Then xᵀΦx ≥ 0, because only its nonnegative eigenvalues contribute, and Σ_j k_j (b_j·x)² ≤ 0, because only springs with k_j ≤ 0 are stretched. Hence xᵀHx ≥ 0. These two inequalities are `h1` and `h2` in `softened_unstableModes_le`, and `linarith` combines them. A positive semidefinite Φ has no unstable modes of its own, which leaves at most r.

## When all r modes do become unstable

The lower bound, `le_unstableModes`, uses the same count in the other direction. Suppose xᵀHx < 0 for every x = Σ_j c_j u_j whose coefficients are not all zero. If such an x had no component along any unstable mode, the mode sum would give xᵀHx ≥ 0, a contradiction. So the N equations v_i·x = 0, one for each unstable mode, in the r unknowns c_j have only the zero solution, and r ≤ N.

For strong springs, the condition on the u_j gives b_i·x = c_i. Let φ_i ≥ 0 and w_i be the eigenvalues and orthonormal eigenvectors of Φ. The Cauchy–Schwarz inequality in each mode gives

xᵀΦx = Σ_i φ_i (Σ_j c_j w_i·u_j)² ≤ r Σ_j c_j² u_jᵀΦu_j.

This is `hq` in the code. Therefore

xᵀHx ≤ Σ_j (r u_jᵀΦu_j − k_j) c_j² < 0

whenever some c_j is nonzero. The lower bound gives N ≥ r, the upper bound gives N ≤ r, and `le_antisymm` joins them.

`strong_springs_exact_witness` supplies an example: two particles in a chain between fixed walls, with three unit springs. Number the particles 0 and 1 from the right, and count displacements to the right as positive. Negative springs are added between the two particles, with b_0 = (1,−1), and between particle 1 and the left wall, with b_1 = (0,1). The displacements are u_0 = (1,0) and u_1 = (1,1). Each displacement has u_jᵀΦu_j = 2, so the requirement is k_j > 4, and strength 5 meets it. The softened matrix is [[−3,4],[4,−8]], with trace −11 and determinant 8, so both eigenvalues are negative.

## Instability defined by subspaces

The number of unstable modes could also have been defined as the largest dimension of a subspace on which xᵀHx is negative for every nonzero x. The lower bound would then follow almost directly from the definition, and mass-weighting would visibly preserve the count, since it is an invertible change of coordinates. A separate theorem would be needed to identify that dimension with the number of negative eigenvalues, which is what a diagonalisation routine reports and what `unstableModes` counts directly.
